# A Stoner criterion for equally spaced levels with constant opposite-spin repulsion

Put two electrons on levels d, 2d, 3d, … with d > 0 and charge an energy u for each pair of opposite spins: both in the lowest level cost 2d + u, parallel spins in the two lowest levels cost 3d, and the parallel state wins when u > d. The same threshold decides the matter for any positive even number of electrons when the levels are fixed and equally spaced.

In Lean 4 with Mathlib:

```lean
import Mathlib

open Finset

namespace StonerEqualSpacing

/-- The equally spaced one-electron levels `d, 2d, 3d, ...`, numbered from `i = 0`. -/
def level (d : ℝ) (i : ℕ) : ℝ := d * ((i : ℝ) + 1)

/-- Energy of up electrons in the levels `S` and down electrons in the levels `T`:
the level energies plus a repulsion `u` for each pair of opposite spins. -/
def energy (d u : ℝ) (S T : Finset ℕ) : ℝ :=
  ∑ i ∈ S, level d i + ∑ i ∈ T, level d i + u * (S.card : ℝ) * (T.card : ℝ)

/-- Energy with `a` up and `b` down electrons filling the lowest levels. -/
def filled (d u : ℝ) (a b : ℕ) : ℝ := energy d u (range a) (range b)

/-- Energy with `M + k` up and `M - k` down electrons filling the lowest levels. -/
def stoner (d u : ℝ) (M k : ℕ) : ℝ := filled d u (M + k) (M - k)

/-- The lowest `n` levels add up to `d n (n + 1) / 2`. -/
theorem band_sum (d : ℝ) (n : ℕ) :
    ∑ i ∈ range n, level d i = d * (n : ℝ) * ((n : ℝ) + 1) / 2 := by
  induction n with
  | zero => simp
  | succ n ih =>
    rw [sum_range_succ, ih, level]
    push_cast
    ring

/-- The energy of the lowest filling is a function of the electron number `a + b`
plus `(d - u) / 4` times the square of the spin excess `a - b`. -/
theorem filled_eq (d u : ℝ) (a b : ℕ) :
    filled d u a b = (d + u) * ((a : ℝ) + b) ^ 2 / 4 + d * ((a : ℝ) + b) / 2
      + (d - u) * ((a : ℝ) - b) ^ 2 / 4 := by
  rw [filled, energy, band_sum, band_sum, card_range, card_range]
  ring

/-- For `k ≤ M` the energy with `M + k` up and `M - k` down electrons exceeds its
`k = 0` value by `(d - u) k²`. -/
theorem stoner_shift (d u : ℝ) {M k : ℕ} (hk : k ≤ M) :
    stoner d u M k - stoner d u M 0 = (d - u) * (k : ℝ) ^ 2 := by
  simp only [stoner, filled_eq, Nat.add_zero, Nat.sub_zero, Nat.cast_add, Nat.cast_sub hk]
  ring

/-- If the repulsion exceeds the spacing, full polarisation `k = M` lies strictly below
every `k < M`. -/
theorem polarised_strict {d u : ℝ} (hdu : d < u) {M k : ℕ} (hk : k < M) :
    stoner d u M M < stoner d u M k := by
  have h1 := stoner_shift d u (le_refl M)
  have h2 := stoner_shift d u hk.le
  have hlt : (k : ℝ) < M := by exact_mod_cast hk
  have hk0 : (0 : ℝ) ≤ k := Nat.cast_nonneg k
  have hsq : 0 < (M : ℝ) ^ 2 - (k : ℝ) ^ 2 := by nlinarith
  -- the gap is (u - d)(M² - k²)
  have h3 := mul_pos (sub_pos.mpr hdu) hsq
  nlinarith

/-- If the repulsion is smaller than the spacing, the unpolarised filling `k = 0` lies
strictly below every `k` with `0 < k ≤ M`. -/
theorem unpolarised_strict {d u : ℝ} (hud : u < d) {M k : ℕ} (h0 : 0 < k) (hk : k ≤ M) :
    stoner d u M 0 < stoner d u M k := by
  have h1 := stoner_shift d u hk
  have hk0 : (0 : ℝ) < k := by exact_mod_cast h0
  have h2 := mul_pos (sub_pos.mpr hud) (pow_pos hk0 2)
  linarith

/-- Stoner criterion for equal spacing: for `M > 0`, full polarisation minimises the energy
over `0 ≤ k ≤ M` exactly when the repulsion `u` is at least the spacing `d`. -/
theorem stoner_criterion (d u : ℝ) {M : ℕ} (hM : 0 < M) :
    (∀ k ≤ M, stoner d u M M ≤ stoner d u M k) ↔ d ≤ u := by
  constructor
  · -- for u < d the unpolarised filling is lower
    intro h
    by_contra hc
    have h1 := unpolarised_strict (not_le.mp hc) hM (le_refl M)
    have h2 := h 0 (Nat.zero_le M)
    linarith
  · intro hdu k hk
    have h1 := stoner_shift d u (le_refl M)
    have h2 := stoner_shift d u hk
    have hle : (k : ℝ) ≤ M := by exact_mod_cast hk
    have hk0 : (0 : ℝ) ≤ k := Nat.cast_nonneg k
    have hsq : 0 ≤ (M : ℝ) ^ 2 - (k : ℝ) ^ 2 := by nlinarith
    have h3 := mul_nonneg (sub_nonneg.mpr hdu) hsq
    nlinarith

/-- For `d ≥ 0`, the level sum of any occupied set is at least that of the same number of
lowest levels. -/
theorem aufbau_sum {d : ℝ} (hd : 0 ≤ d) (S : Finset ℕ) :
    ∑ i ∈ range S.card, level d i ≤ ∑ i ∈ S, level d i := by
  induction S using Finset.induction_on_max
  · simp
  rename_i a s hs ih
  have ha : a ∉ s := fun h => lt_irrefl a (hs a h)
  -- the highest occupied level lies above all the others, so its index is at least |s|
  have hc : s.card ≤ a := by
    have hsub : s ⊆ range a := fun x hx => mem_range.mpr (hs x hx)
    simpa using card_le_card hsub
  have hc' : (s.card : ℝ) ≤ a := by exact_mod_cast hc
  have hl : level d s.card ≤ level d a :=
    mul_le_mul_of_nonneg_left (by linarith) hd
  rw [card_insert_of_notMem ha, sum_range_succ, sum_insert ha]
  linarith

/-- For `d ≥ 0`, any configuration has at least the energy of the lowest filling with the
same numbers of up and down electrons. -/
theorem aufbau_energy {d : ℝ} (hd : 0 ≤ d) (u : ℝ) (S T : Finset ℕ) :
    filled d u S.card T.card ≤ energy d u S T := by
  have h1 := aufbau_sum hd S
  have h2 := aufbau_sum hd T
  rw [filled, energy, energy, card_range, card_range]
  linarith

/-- For `0 ≤ d ≤ u`, placing all `N` electrons with spin up in the lowest levels gives an
energy no higher than any configuration of `N` electrons. -/
theorem polarised_global {d u : ℝ} (hd : 0 ≤ d) (hdu : d ≤ u) {N : ℕ} (S T : Finset ℕ)
    (hN : S.card + T.card = N) : filled d u N 0 ≤ energy d u S T := by
  refine le_trans ?_ (aufbau_energy hd u S T)
  rw [← hN, filled_eq, filled_eq]
  push_cast
  -- the gap is (u - d)|S||T|
  have h := mul_nonneg (sub_nonneg.mpr hdu)
    (mul_nonneg (Nat.cast_nonneg (α := ℝ) S.card) (Nat.cast_nonneg (α := ℝ) T.card))
  nlinarith

/-- For `0 ≤ d` and `u ≤ d`, filling the lowest `M` levels with both spins gives an energy
no higher than any configuration of `2 M` electrons. -/
theorem unpolarised_global {d u : ℝ} (hd : 0 ≤ d) (hud : u ≤ d) {M : ℕ} (S T : Finset ℕ)
    (hN : S.card + T.card = 2 * M) : filled d u M M ≤ energy d u S T := by
  refine le_trans ?_ (aufbau_energy hd u S T)
  have hN' : (S.card : ℝ) + T.card = (M : ℝ) + M := by
    have h : S.card + T.card = M + M := by omega
    exact_mod_cast h
  rw [filled_eq, filled_eq, hN']
  -- the gap is (d - u)(|S| - |T|)² / 4
  have h := mul_nonneg (sub_nonneg.mpr hud) (sq_nonneg ((S.card : ℝ) - T.card))
  nlinarith

end StonerEqualSpacing
```

```lean
#print axioms StonerEqualSpacing.polarised_strict
#print axioms StonerEqualSpacing.stoner_criterion
#print axioms StonerEqualSpacing.polarised_global
#print axioms StonerEqualSpacing.unpolarised_global
```

```
'StonerEqualSpacing.polarised_strict' depends on axioms: [propext, Classical.choice, Quot.sound]
'StonerEqualSpacing.stoner_criterion' depends on axioms: [propext, Classical.choice, Quot.sound]
'StonerEqualSpacing.polarised_global' depends on axioms: [propext, Classical.choice, Quot.sound]
'StonerEqualSpacing.unpolarised_global' depends on axioms: [propext, Classical.choice, Quot.sound]
```

## The model and its conventions

`level d i` is ε_i = d(i + 1) with i = 0, 1, 2, …, a ladder with no top, so 2M parallel electrons always find room. A configuration is a pair of finite sets S and T of levels occupied by up and down electrons; being sets, they enforce the Pauli principle. Its energy is

E(S, T) = Σ_{i∈S} ε_i + Σ_{i∈T} ε_i + u|S||T|.

The constant u is postulated. It stands for the extra repulsion of an opposite-spin pair over a parallel pair, taken here to be the same for all pairs of levels. In Hartree-Fock such a difference arises because exchange lowers the repulsion between parallel spins. `filled d u a b`, written E(a, b), puts a up electrons in the first a levels and b down electrons in the first b levels, which are the lowest in energy when d ≥ 0. `stoner d u M k`, written E_k, takes a = M + k and b = M − k, so that S_z = k in units of ħ.

The levels do not relax with the occupation, spins are collinear, and correlation is absent. In its usual form the Stoner criterion marks the instability of the unpolarised state when u times the density of states per spin at the Fermi level exceeds one. Here that density is the constant 1/d, and the onset of polarisation and its saturation fall on the same point u = d.

## The energy is quadratic in the spin excess

The lowest n levels sum to d n(n + 1)/2; `band_sum` proves this by induction, adding ε_n at each step. Hence

E(a, b) = d(a² + b²)/2 + d(a + b)/2 + u ab.

With N = a + b and m = a − b one has a² + b² = (N² + m²)/2 and ab = (N² − m²)/4, so

E(a, b) = (d + u)N²/4 + dN/2 + (d − u)m²/4.

This is `filled_eq`, where `ring` does the regrouping. Setting N = 2M and m = 2k gives `stoner_shift`:

E_k − E_0 = (d − u)k² for k ≤ M.

It holds for all real d and u. Flipping k spins costs dk² in level energy and saves uk² in repulsion.

## Which polarisation is lowest

Subtracting the shift at k = M from the shift at k gives

E_k − E_M = (u − d)(M² − k²).

For d < u and k < M both factors are positive, which is `polarised_strict`: `hsq` and `h3` establish the signs, and `nlinarith` combines them with the two shifts. For u < d and 0 < k ≤ M the shift itself is positive, which is `unpolarised_strict`.

`stoner_criterion` states that for M > 0, E_M ≤ E_k for all k ≤ M if and only if d ≤ u. The forward direction argues by contradiction: u < d would put E_0 strictly below E_M. The backward direction repeats the product above with non-strict signs. At u = d the shift vanishes and all k tie.

## From lowest fillings to all configurations

`aufbau_sum` shows for d ≥ 0 that any set S has a level sum at least that of the lowest |S| levels. The induction adds the highest occupied index a to a set s of lower ones. Since s lies in {0, …, a − 1}, |s| ≤ a (`hc`), so ε_{|s|} ≤ ε_a (`hl`). The repulsion depends only on |S| and |T|, so `aufbau_energy` follows for any u.

It remains to compare lowest fillings, now with a = |S| and b = |T|. For 0 ≤ d ≤ u and any N = a + b, odd or even,

E(a, b) − E(N, 0) = (u − d)ab ≥ 0,

which gives `polarised_global`. For 0 ≤ d, u ≤ d and a + b = 2M,

E(a, b) − E(M, M) = (d − u)(a − b)²/4 ≥ 0,

which gives `unpolarised_global`. Both are non-strict and say nothing on uniqueness; odd N with u < d is not treated.

## Small cases that violate a hypothesis

For M = 0 only k = 0 exists, so the left side of `stoner_criterion` holds even for d = 1, u = 0, where d ≤ u is false. For d = −1, u = 0 and one electron, `filled` gives −1 while S = {1} gives −2, so the conclusions of `aufbau_sum` and `polarised_global` fail without d ≥ 0. For k > M the natural-number difference `M - k` is cut off at zero: M = 1, k = 2 describes three up electrons, with shift 4d − u instead of 4d − 4u.

## The scan over spin states in a calculation

An unrestricted Hartree-Fock run commonly fixes the numbers of up and down electrons, occupies the lowest orbitals of each spin, and is repeated for other S_z to compare total energies. In this frozen-level model with one repulsion constant the scan traces the parabola (d − u)k², whose minimum lies at an end point; with uneven spacing or relaxing orbitals an intermediate k can be lowest.
